# For atoms at different sites of the cell with nonzero constant factors, the structure factor repeats every N indices exactly when all atoms lie on the 1/N grid

## Could off-grid atoms cancel and still give a repeating F?

When I need the structure factor $F$ of a model crystal with constant scattering factors at many reflections, I compute it once for indices from $0$ to $N-1$ along each axis and look up every other reflection by reducing its indices modulo $N$. This is clearly safe if all fractional coordinates are multiples of $1/N$, because then each atom's term repeats by itself. But $F$ is a sum. Could some atoms sit off the grid, with the changes in their terms cancelling at every reflection, so that the table still works? In other words, if $F$ has period $N$, do I know that every atom is on the grid?

## No: each atom's term has to repeat by itself

You do know it, provided that the scattering factors are nonzero constants and no two entries in your atom list describe the same site of the cell, that is, have coordinates that differ by an integer along every axis. Different atoms in the cell that are related by symmetry, even by a centring translation, are allowed.

Let the atoms, labelled by $j$, have factors $f_j\in\mathbb C$ and fractional coordinates $x_j\in\mathbb R^n$. For an integer index vector $h$ put
$$\chi_j(h)=e^{2\pi i\,h\cdot x_j},\qquad F(h)=\sum_j f_j\,\chi_j(h).$$

**Phase factors multiply.** Since $(h+q)\cdot x_j=h\cdot x_j+q\cdot x_j$, we have $\chi_j(h+q)=\chi_j(h)\chi_j(q)$. Also, $\chi_j(q)=1$ exactly when $q\cdot x_j$ is an integer.

**Different sites have different phase functions.** Suppose $\chi_j(h)=\chi_l(h)$ for all $h$. Taking $h$ to be the unit vector $e_a$ along axis $a$ gives $e^{2\pi i x_{j,a}}=e^{2\pi i x_{l,a}}$, so $x_{j,a}-x_{l,a}$ is an integer. This holds for every axis, so the two entries describe the same site, and by assumption $j=l$.

**Different phase functions cannot cancel everywhere.** Suppose $\sum_j c_j\chi_j(h)=0$ for all $h$ with some $c_j\neq0$, and choose such a relation with the fewest nonzero coefficients. A single term is impossible, because $\chi_j$ never vanishes. So there are two atoms $r\ne s$ with $c_r,c_s\neq0$, and an index $g$ with $\chi_r(g)\neq\chi_s(g)$. Write the relation at $h+g$ and subtract $\chi_r(g)$ times the relation at $h$:
$$\sum_j c_j\,[\chi_j(g)-\chi_r(g)]\,\chi_j(h)=0 .$$
The term of atom $r$ is gone and that of atom $s$ remains, so this is a shorter nontrivial relation, which is a contradiction. All $c_j$ are therefore zero.

**A shift of $F$ is again a structure factor.** For a fixed shift $q$,
$$F(h+q)-F(h)=\sum_j f_j\,[\chi_j(q)-1]\,\chi_j(h).$$
If this vanishes for all $h$, then $f_j[\chi_j(q)-1]=0$ for each $j$. Since $f_j\neq0$, $\chi_j(q)=1$, so $q\cdot x_j$ is an integer. Conversely, if every $q\cdot x_j$ is an integer, the difference vanishes.

**Period $N$ along all axes.** Put $q=Nk$ with $k$ an integer vector, and use $(Nk)\cdot x_j=k\cdot(Nx_j)$. If $F$ repeats for all $k$, the choice $k=e_a$ shows that $Nx_{j,a}$ is an integer. If all $Nx_{j,a}$ are integers, so is $k\cdot(Nx_j)$ for every $k$.

Here is a one-dimensional instance: two atoms with $f=1$ at $x=1/4$ and $x=3/4$. Then $F(h)=i^h+(-i)^h$, which runs through $2,0,-2,0$ and starts again at $h=4$. Period 4 agrees with $4x=1,3$. Period 2 fails, as $2x=1/2,3/2$ predicts: $F(2)=-2$ while $F(0)=2$. The modulus $|F|$ does have period 2, so the criterion concerns the complex $F$ with its origin fixed, and not the intensities.

## What the Lean theorems say

The result is `periodic_iff_on_grid`. Its objects correspond to the physics as follows.

- `ι` is the finite set of atoms and `n` the dimension. Positions `x j` are real coordinates along the edges of the chosen cell, which may have any shape. "Lattice" in the Lean names means the integer combinations of these edges, so centring translations are not included.
- `h` and `k` are whole index vectors, not the first two Miller indices. `millerDot h x` is $h\cdot x$.
- `phase h x` is the complex number $e^{2\pi i h\cdot x}$, not the angle. `structureFactor f x h` is $F(h)$.
- `IsLatticeVector v` says that all coordinates of `v` are integers. `IsLatticeVector (N • x j)` is therefore the grid condition.
- `hf` says that every atom scatters; an atom with zero factor could sit anywhere unnoticed. `hx : DistinctModLattice x` says that no site is listed twice. A site of mixed occupancy should be entered once, with its total amplitude.

The number `N` may be zero, in which case both sides are trivially true. The repeat is required at all integer `h`, so agreement over a finite list of reflections is not the hypothesis.

Two companion theorems are `period_iff`, for a single shift `q`, and `exists_period_iff_rational`: some $N\ge1$ works exactly when all coordinates are rational.

The step from this model to a measured crystal is the constancy of $f_j$. X-ray form factors and thermal damping depend on $h$, so the full $F$ does not normally repeat. For atoms on the grid, your table is still useful for the phase sum over each group of atoms that share the same form factor and thermal damping, taken with $f_j=1$ and multiplied afterwards by their common $h$-dependent factor. Plane-wave electronic-structure calculations build the local ionic potential from such sums, and the theorem applies to those sums at fixed nuclear positions, not to the potential itself.

```lean
import Mathlib

open Finset

namespace StructureFactorPeriodicity

noncomputable section

variable {n : ℕ} {ι : Type*} [Fintype ι]

/-- The product `h · x` of an integer reflection index with a position in fractional
coordinates. -/
def millerDot (h : Fin n → ℤ) (x : Fin n → ℝ) : ℝ := ∑ a, (h a : ℝ) * x a

/-- The phase factor `exp(2πi h · x)` of a unit scatterer at `x`. -/
def phase (h : Fin n → ℤ) (x : Fin n → ℝ) : ℂ :=
  Complex.exp (2 * Real.pi * Complex.I * (millerDot h x : ℂ))

/-- The structure factor `F(h) = ∑ⱼ fⱼ exp(2πi h · xⱼ)`. -/
def structureFactor (f : ι → ℂ) (x : ι → Fin n → ℝ) (h : Fin n → ℤ) : ℂ :=
  ∑ j, f j * phase h (x j)

/-- A vector is a lattice vector if all its fractional coordinates are integers. -/
def IsLatticeVector (v : Fin n → ℝ) : Prop := ∀ a, ∃ m : ℤ, v a = m

/-- No two different atoms sit at positions that differ by a lattice vector. -/
def DistinctModLattice (x : ι → Fin n → ℝ) : Prop :=
  ∀ j k, IsLatticeVector (x j - x k) → j = k

/-- The unit index along axis `a` reads off the coordinate `x a`. -/
lemma millerDot_single (a : Fin n) (x : Fin n → ℝ) :
    millerDot (Pi.single a 1) x = x a := by
  unfold millerDot
  rw [Finset.sum_eq_single a]
  · simp
  · intro b _ hb
    simp [Pi.single_eq_of_ne hb]
  · intro ha
    exact absurd (Finset.mem_univ a) ha

/-- Phase factors multiply when reflection indices are added. -/
lemma phase_add (h k : Fin n → ℤ) (x : Fin n → ℝ) :
    phase (h + k) x = phase h x * phase k x := by
  have hd : millerDot (h + k) x = millerDot h x + millerDot k x := by
    unfold millerDot
    rw [← Finset.sum_add_distrib]
    refine Finset.sum_congr rfl fun a _ => ?_
    rw [Pi.add_apply]
    push_cast
    ring
  unfold phase
  rw [← Complex.exp_add, hd]
  congr 1
  push_cast
  ring

/-- A phase factor equals one exactly when `h · x` is an integer. -/
lemma phase_eq_one_iff (h : Fin n → ℤ) (x : Fin n → ℝ) :
    phase h x = 1 ↔ ∃ m : ℤ, millerDot h x = m := by
  unfold phase
  rw [Complex.exp_eq_one_iff]
  constructor
  · rintro ⟨m, hm⟩
    have h1 : (millerDot h x : ℂ) = (m : ℂ) :=
      mul_left_cancel₀ Complex.two_pi_I_ne_zero (by rw [hm]; ring)
    exact ⟨m, by exact_mod_cast h1⟩
  · rintro ⟨m, hm⟩
    refine ⟨m, ?_⟩
    rw [hm]
    push_cast
    ring

/-- Two positions with the same phase factor in every reflection differ by a lattice vector. -/
theorem phase_separates {x y : Fin n → ℝ} (hxy : ∀ h, phase h x = phase h y) :
    IsLatticeVector (x - y) := by
  intro a
  have h1 := hxy (Pi.single a 1)
  unfold phase at h1
  rw [millerDot_single, millerDot_single, Complex.exp_eq_exp_iff_exists_int] at h1
  obtain ⟨m, hm⟩ := h1
  have h2 : (x a : ℂ) = (y a : ℂ) + (m : ℂ) :=
    mul_left_cancel₀ Complex.two_pi_I_ne_zero (by rw [hm]; ring)
  have h3 : x a = y a + m := by exact_mod_cast h2
  exact ⟨m, by rw [Pi.sub_apply, h3]; ring⟩

/-- The phase factor of a fixed position, as a character of the group of reflections. -/
def phaseHom (x : Fin n → ℝ) : Multiplicative (Fin n → ℤ) →* ℂ where
  toFun h := phase (Multiplicative.toAdd h) x
  map_one' := by
    change phase 0 x = 1
    simp [phase, millerDot]
  map_mul' h k := phase_add (Multiplicative.toAdd h) (Multiplicative.toAdd k) x

/-- If atoms at positions distinct modulo the lattice give a structure factor that vanishes
in every reflection, then all their scattering factors are zero. -/
theorem factors_eq_zero {c : ι → ℂ} {x : ι → Fin n → ℝ} (hx : DistinctModLattice x)
    (hc : ∀ h, structureFactor c x h = 0) (j : ι) : c j = 0 := by
  have hinj : Function.Injective (fun j => phaseHom (x j)) := by
    intro j k hjk
    exact hx j k (phase_separates fun h => DFunLike.congr_fun hjk (Multiplicative.ofAdd h))
  -- distinct characters are linearly independent
  have hli := (linearIndependent_monoidHom (Multiplicative (Fin n → ℤ)) ℂ).comp _ hinj
  refine Fintype.linearIndependent_iff.mp hli c ?_ j
  funext h
  have h1 := hc (Multiplicative.toAdd h)
  simp only [Finset.sum_apply, Pi.smul_apply, smul_eq_mul, Function.comp, Pi.zero_apply]
  exact h1

/-- For nonzero scattering factors and positions distinct modulo the lattice, `q` is a period
of the structure factor exactly when `q · xⱼ` is an integer for every atom. -/
theorem period_iff {f : ι → ℂ} {x : ι → Fin n → ℝ} (hf : ∀ j, f j ≠ 0)
    (hx : DistinctModLattice x) (q : Fin n → ℤ) :
    (∀ h, structureFactor f x (h + q) = structureFactor f x h) ↔
      ∀ j, ∃ m : ℤ, millerDot q (x j) = m := by
  constructor
  · intro hq j
    -- the change of F under the shift is a structure factor with modified amplitudes
    have h0 : ∀ h, structureFactor (fun j => f j * (phase q (x j) - 1)) x h = 0 := by
      intro h
      rw [← sub_eq_zero.mpr (hq h)]
      unfold structureFactor
      rw [← Finset.sum_sub_distrib]
      refine Finset.sum_congr rfl fun i _ => ?_
      rw [phase_add]
      ring
    have h1 : f j * (phase q (x j) - 1) = 0 := factors_eq_zero hx h0 j
    exact (phase_eq_one_iff q (x j)).mp
      (sub_eq_zero.mp ((mul_eq_zero.mp h1).resolve_left (hf j)))
  · intro hq h
    unfold structureFactor
    refine Finset.sum_congr rfl fun j _ => ?_
    rw [phase_add, (phase_eq_one_iff q (x j)).mpr (hq j), mul_one]

/-- For nonzero scattering factors and positions distinct modulo the lattice, the structure
factor repeats after `N` steps along every reciprocal axis exactly when every `N xⱼ` is a
lattice vector. -/
theorem periodic_iff_on_grid {f : ι → ℂ} {x : ι → Fin n → ℝ} (hf : ∀ j, f j ≠ 0)
    (hx : DistinctModLattice x) (N : ℕ) :
    (∀ h k : Fin n → ℤ, structureFactor f x (h + N • k) = structureFactor f x h) ↔
      ∀ j, IsLatticeVector (N • x j) := by
  -- the factor N can be moved from the reflection to the position
  have hmove : ∀ (k : Fin n → ℤ) (y : Fin n → ℝ),
      millerDot (N • k) y = millerDot k (N • y) := by
    intro k y
    unfold millerDot
    refine Finset.sum_congr rfl fun a _ => ?_
    simp only [Pi.smul_apply, nsmul_eq_mul]
    push_cast
    ring
  constructor
  · intro hN j a
    obtain ⟨m, hm⟩ := (period_iff hf hx (N • Pi.single a 1)).mp (fun h => hN h _) j
    rw [hmove, millerDot_single] at hm
    exact ⟨m, hm⟩
  · intro hN h k
    refine (period_iff hf hx (N • k)).mpr (fun j => ?_) h
    choose m hm using hN j
    refine ⟨∑ a, k a * m a, ?_⟩
    rw [hmove]
    unfold millerDot
    push_cast
    exact Finset.sum_congr rfl fun a _ => by rw [hm a]

/-- For nonzero scattering factors and positions distinct modulo the lattice, the structure
factor has some common period `N ≥ 1` along all reciprocal axes exactly when all fractional
coordinates are rational. -/
theorem exists_period_iff_rational {f : ι → ℂ} {x : ι → Fin n → ℝ} (hf : ∀ j, f j ≠ 0)
    (hx : DistinctModLattice x) :
    (∃ N : ℕ, 1 ≤ N ∧ ∀ h k : Fin n → ℤ,
      structureFactor f x (h + N • k) = structureFactor f x h) ↔
      ∀ j a, ∃ q : ℚ, x j a = q := by
  constructor
  · rintro ⟨N, hN, hp⟩ j a
    obtain ⟨m, hm⟩ := (periodic_iff_on_grid hf hx N).mp hp j a
    rw [Pi.smul_apply, nsmul_eq_mul] at hm
    have hN0 : (N : ℝ) ≠ 0 := by
      exact_mod_cast (by omega : N ≠ 0)
    refine ⟨(m : ℚ) / (N : ℚ), ?_⟩
    push_cast
    rw [eq_div_iff hN0, mul_comm]
    exact hm
  · intro hq
    choose q hq using hq
    -- the product of all denominators is a common period
    refine ⟨∏ j, ∏ a, (q j a).den,
      Finset.prod_pos fun j _ => Finset.prod_pos fun a _ => (q j a).den_pos, ?_⟩
    refine (periodic_iff_on_grid hf hx _).mpr fun j a => ?_
    have hd : (q j a).den ∣ ∏ j, ∏ a, (q j a).den :=
      (Finset.dvd_prod_of_mem (fun a => (q j a).den) (Finset.mem_univ a)).trans
        (Finset.dvd_prod_of_mem (fun j => ∏ a, (q j a).den) (Finset.mem_univ j))
    obtain ⟨c, hc⟩ := hd
    have hnum : (q j a : ℝ) * ((q j a).den : ℝ) = ((q j a).num : ℝ) := by
      exact_mod_cast Rat.mul_den_eq_num (q j a)
    refine ⟨(q j a).num * c, ?_⟩
    rw [hc, Pi.smul_apply, nsmul_eq_mul, hq j a]
    push_cast
    linear_combination (c : ℝ) * hnum

/-- Atoms with factors `1` and `-1` at the equivalent positions `1/3` and `4/3` of a
one-dimensional crystal give a structure factor of period `1`, although their positions are
not lattice vectors. -/
theorem distinctness_needed :
    (∀ h k : Fin 1 → ℤ,
      structureFactor ![1, -1] ![fun _ => 1 / 3, fun _ => 4 / 3] (h + 1 • k) =
        structureFactor ![1, -1] ![fun _ => 1 / 3, fun _ => 4 / 3] h) ∧
    ¬ IsLatticeVector (fun _ : Fin 1 => (1 / 3 : ℝ)) ∧
    ¬ IsLatticeVector (fun _ : Fin 1 => (4 / 3 : ℝ)) := by
  -- the two contributions cancel in every reflection
  have hF : ∀ h : Fin 1 → ℤ,
      structureFactor ![1, -1] ![fun _ => 1 / 3, fun _ => 4 / 3] h = 0 := by
    intro h
    have hp : phase h (fun _ => 4 / 3) = phase h (fun _ => 1 / 3) := by
      unfold phase
      rw [Complex.exp_eq_exp_iff_exists_int]
      refine ⟨h 0, ?_⟩
      simp only [millerDot, Fin.sum_univ_succ, Fin.sum_univ_zero, add_zero]
      push_cast
      ring
    have hs : structureFactor ![1, -1] ![fun _ => 1 / 3, fun _ => 4 / 3] h =
        1 * phase h (fun _ => 1 / 3) + (-1) * phase h (fun _ => 4 / 3) :=
      Fin.sum_univ_two _
    rw [hs, hp]
    ring
  refine ⟨fun h k => by rw [hF, hF], fun H => ?_, fun H => ?_⟩
  · obtain ⟨m, hm⟩ := H 0
    have h1 : (3 : ℝ) * m = 1 := by linarith
    have h2 : 3 * m = 1 := by exact_mod_cast h1
    omega
  · obtain ⟨m, hm⟩ := H 0
    have h1 : (3 : ℝ) * m = 4 := by linarith
    have h2 : 3 * m = 4 := by exact_mod_cast h1
    omega

end

end StructureFactorPeriodicity
```

```lean
#print axioms StructureFactorPeriodicity.periodic_iff_on_grid
#print axioms StructureFactorPeriodicity.exists_period_iff_rational
#print axioms StructureFactorPeriodicity.distinctness_needed
```

```
'StructureFactorPeriodicity.periodic_iff_on_grid' depends on axioms: [propext, Classical.choice, Quot.sound]
'StructureFactorPeriodicity.exists_period_iff_rational' depends on axioms: [propext, Classical.choice, Quot.sound]
'StructureFactorPeriodicity.distinctness_needed' depends on axioms: [propext, Classical.choice, Quot.sound]
```

## From the cancellation argument to the code

`millerDot_single` evaluates $e_a\cdot x=x_a$. `phase_add` is the multiplication rule, and `phase_eq_one_iff` is the integer criterion, obtained from Mathlib's description of when the exponential equals one by cancelling $2\pi i$. `phase_separates` compares two positions at the unit indices, as above.

The independence step is in `factors_eq_zero`. `phaseHom` packages $\chi_j$ as a multiplicative map; the wrapper `Multiplicative` only rewrites addition of indices as a product. The statement `hinj` says that different atoms give different maps, by `phase_separates` and `hx`. Mathlib's `linearIndependent_monoidHom` then supplies the linear independence that the shortest-relation argument proves by hand.

In `period_iff`, `h0` is the formula for $F(h+q)-F(h)$ with amplitudes $f_j[\chi_j(q)-1]$. `factors_eq_zero` makes each amplitude vanish, and `hf j` removes the factor $f_j$. The converse compares the two sums term by term.

In `periodic_iff_on_grid`, `hmove` is the identity $(Nk)\cdot x=k\cdot(Nx)$. The forward direction uses `Pi.single a 1`, which is $e_a$. The backward direction names the integers $m_a=Nx_{j,a}$ and gives $\sum_a k_a m_a$ as the required integer.

For `exists_period_iff_rational`, a period $N\ge1$ gives $x_{j,a}=m/N$. Conversely, the product of all denominators is a period, though not necessarily the smallest.

The last theorem, `distinctness_needed`, treats factors $1$ and $-1$ at $1/3$ and $4/3$. These are the same site modulo the lattice, so $F$ vanishes everywhere and has period 1, while neither position is an integer. Two whole atoms cannot share a site; physically, the entries can stand for a site of mixed occupancy whose occupancy-weighted neutron scattering lengths, in suitable units, have opposite signs and cancel on average. Nonzero individual factors are thus not enough if entries for the same site may have amplitudes that sum to zero. In the code, `hF` establishes the cancellation, and `omega` rules out integer solutions of $3m=1$ and $3m=4$.
